# Position matrix elements on a finite grid: the commutator correction for a nonlocal potential

Let $H=T+V$ be a Hermitian matrix on a finite grid, with kinetic part $T$ and potential $V$, and let $X$ be the diagonal matrix of real coordinates $x_r$. If $H\varphi=E\varphi$ and $H\psi=E'\psi$ with real energies $E,E'$, then

$$\langle\varphi,[T,X]\psi\rangle=(E-E')\langle\varphi,X\psi\rangle-\langle\varphi,[V,X]\psi\rangle .$$

The last term vanishes for every pair of eigenvectors of $H$ exactly when $V_{rs}=0$ whenever $x_r\neq x_s$.

## Dipole elements in the long-wavelength response

The velocity operator along $x$ is $(i/\hbar)[H,X]$. Its kinetic part is $(i/\hbar)[T,X]$, which for $T=p^2/2m$ in the continuum is $p/m$. A code that obtains position elements from momentum elements divides by an energy difference, and with a nonlocal pseudopotential it must add the commutator of that potential first:

$$\langle\varphi,X\psi\rangle=\frac{\langle\varphi,[T,X]\psi\rangle+\langle\varphi,[V,X]\psi\rangle}{E-E'},\qquad E\neq E'.$$

Such elements enter the long-wavelength limit of the response function in random-phase calculations; the identity here covers their one-particle algebra on a finite, non-periodic grid.

## From matrix entries to the locality criterion

Since $X$ is diagonal, $(VX)_{rs}=V_{rs}x_s$ and $(XV)_{rs}=x_rV_{rs}$. Hence

$$[V,X]_{rs}=V_{rs}(x_s-x_r).$$

This entry is zero exactly when $V_{rs}=0$ or $x_r=x_s$, so $[V,X]=0$ if and only if $V$ connects no two points with different $x$.

Now take any matrix $A$. Because $H$ is Hermitian and $E$ is real, $\varphi^\dagger H=(H\varphi)^\dagger=E\varphi^\dagger$. Therefore

$$\langle\varphi,[H,A]\psi\rangle=\varphi^\dagger HA\psi-\varphi^\dagger AH\psi=(E-E')\langle\varphi,A\psi\rangle .$$

Setting $A=X$ and using $[H,X]=[T,X]+[V,X]$ gives the identity at the top. Dividing by $E-E'$ when it is nonzero gives the position element.

If $[V,X]=0$, the formula without the potential term holds for all pairs. Conversely, suppose that it holds for all pairs. Then $B=[V,X]$ has vanishing elements between all eigenvectors of $H$. Let $U$ be a unitary matrix whose columns are eigenvectors of $H$, which exists by the spectral theorem. All entries of $U^\dagger BU$ are zero, so

$$B=U(U^\dagger BU)U^\dagger=0,$$

and the entry formula gives the condition on $V$.

Two sites at $x=0,1$ show the size of the correction. Let the kinetic coupling be $-1$ and the potential coupling $-v$, with $v$ real. The normalised eigenvectors $(1,1)/\sqrt2$ and $(1,-1)/\sqrt2$ have energies $-(1+v)$ and $1+v$, and the position element between them is $-1/2$. The energy difference times this element is $1+v$, while the kinetic commutator element is $1$. The difference $v$ is the element of $[V,X]$. The Lean example uses the unnormalised vectors, which doubles these matrix elements.

## Lean source

```lean
import Mathlib

open Matrix

namespace NonlocalVelocity

noncomputable section

variable {ι : Type*} [Fintype ι] [DecidableEq ι]

/-- The position operator on a grid: the diagonal matrix of the real coordinates `x r`. -/
def position (x : ι → ℝ) : Matrix ι ι ℂ := Matrix.diagonal fun r => (x r : ℂ)

omit [DecidableEq ι] in
/-- The commutator `[A, B] = AB - BA` of two operators on the grid. -/
def comm (A B : Matrix ι ι ℂ) : Matrix ι ι ℂ := A * B - B * A

omit [DecidableEq ι] in
/-- The matrix element `⟨φ, A ψ⟩` of an operator between two grid states. -/
def element (φ : ι → ℂ) (A : Matrix ι ι ℂ) (ψ : ι → ℂ) : ℂ := star φ ⬝ᵥ (A *ᵥ ψ)

/-- The commutator of a potential with position has the entries `V_rs (x_s - x_r)`. -/
theorem comm_position_apply (V : Matrix ι ι ℂ) (x : ι → ℝ) (r s : ι) :
    comm V (position x) r s = V r s * ((x s : ℂ) - x r) := by
  simp only [comm, position, Matrix.sub_apply, Matrix.mul_diagonal, Matrix.diagonal_mul]
  ring

/-- A potential commutes with position exactly when it does not connect grid points with
different coordinates. -/
theorem comm_position_eq_zero_iff (V : Matrix ι ι ℂ) (x : ι → ℝ) :
    comm V (position x) = 0 ↔ ∀ r s, x r ≠ x s → V r s = 0 := by
  constructor
  · intro h r s hrs
    have h1 := congrFun (congrFun h r) s
    rw [comm_position_apply, Matrix.zero_apply] at h1
    rcases mul_eq_zero.1 h1 with h2 | h2
    · exact h2
    · have h3 : x s = x r := by exact_mod_cast sub_eq_zero.1 h2
      exact absurd h3.symm hrs
  · intro h
    ext r s
    rw [comm_position_apply, Matrix.zero_apply]
    by_cases hrs : x r = x s
    · simp [hrs]
    · simp [h r s hrs]

omit [DecidableEq ι] in
/-- Between eigenvectors of a Hermitian `H`, the commutator of `H` with any operator `A` has the
matrix element of `A` times the energy difference. -/
theorem element_comm_hamiltonian {H : Matrix ι ι ℂ} (hH : H.IsHermitian) (A : Matrix ι ι ℂ)
    {φ ψ : ι → ℂ} {E E' : ℝ} (hφ : H *ᵥ φ = (E : ℂ) • φ) (hψ : H *ᵥ ψ = (E' : ℂ) • ψ) :
    element φ (comm H A) ψ = ((E : ℂ) - E') * element φ A ψ := by
  -- the Hermitian Hamiltonian acts to the left with the same real energy
  have hleft : star φ ᵥ* H = (E : ℂ) • star φ := by
    have h := congrArg star hφ
    rw [Matrix.star_mulVec, hH.eq] at h
    rw [h, star_smul]
    simp
  unfold element comm
  rw [Matrix.sub_mulVec, dotProduct_sub, ← Matrix.mulVec_mulVec, ← Matrix.mulVec_mulVec, hψ,
    Matrix.dotProduct_mulVec (star φ) H, hleft, smul_dotProduct, Matrix.mulVec_smul,
    dotProduct_smul]
  simp only [smul_eq_mul]
  ring

/-- For eigenvectors of a Hermitian `H = T + V`, the kinetic commutator element equals the energy
difference times the position element, minus the element of `[V, x]`. -/
theorem element_comm_kinetic {T V : Matrix ι ι ℂ} (hH : (T + V).IsHermitian) (x : ι → ℝ)
    {φ ψ : ι → ℂ} {E E' : ℝ} (hφ : (T + V) *ᵥ φ = (E : ℂ) • φ)
    (hψ : (T + V) *ᵥ ψ = (E' : ℂ) • ψ) :
    element φ (comm T (position x)) ψ =
      ((E : ℂ) - E') * element φ (position x) ψ - element φ (comm V (position x)) ψ := by
  have h := element_comm_hamiltonian hH (position x) hφ hψ
  -- the commutator is additive in the Hamiltonian
  have hc : comm (T + V) (position x) = comm T (position x) + comm V (position x) := by
    unfold comm
    noncomm_ring
  have hadd : element φ (comm (T + V) (position x)) ψ =
      element φ (comm T (position x)) ψ + element φ (comm V (position x)) ψ := by
    rw [hc]
    unfold element
    rw [Matrix.add_mulVec, dotProduct_add]
  linear_combination h - hadd

/-- For eigenvectors of a Hermitian `H = T + V` with different energies, the position element is
the sum of the kinetic and potential commutator elements divided by the energy difference. -/
theorem element_position {T V : Matrix ι ι ℂ} (hH : (T + V).IsHermitian) (x : ι → ℝ)
    {φ ψ : ι → ℂ} {E E' : ℝ} (hφ : (T + V) *ᵥ φ = (E : ℂ) • φ)
    (hψ : (T + V) *ᵥ ψ = (E' : ℂ) • ψ) (hE : E ≠ E') :
    element φ (position x) ψ =
      (element φ (comm T (position x)) ψ + element φ (comm V (position x)) ψ) /
        ((E : ℂ) - E') := by
  have hne : (E : ℂ) - E' ≠ 0 := sub_ne_zero.2 (by exact_mod_cast hE)
  rw [eq_div_iff hne]
  linear_combination -element_comm_kinetic hH x hφ hψ

/-- An operator whose matrix elements between all eigenvectors of a Hermitian `H` vanish is
zero. -/
theorem eq_zero_of_element_eq_zero {H : Matrix ι ι ℂ} (hH : H.IsHermitian) (A : Matrix ι ι ℂ)
    (h : ∀ (φ ψ : ι → ℂ) (E E' : ℝ), H *ᵥ φ = (E : ℂ) • φ → H *ᵥ ψ = (E' : ℂ) • ψ →
      element φ A ψ = 0) : A = 0 := by
  -- the columns of the unitary matrix `U` are a complete set of eigenvectors
  obtain ⟨U, hUdef⟩ : ∃ U : Matrix ι ι ℂ, U = hH.eigenvectorUnitary := ⟨_, rfl⟩
  have hU : star U * U = 1 := by
    rw [hUdef]
    exact Matrix.mem_unitaryGroup_iff'.1 hH.eigenvectorUnitary.2
  have hU' : U * star U = 1 := mul_eq_one_comm.1 hU
  have hcol : ∀ j, H *ᵥ (fun r => U r j) = (hH.eigenvalues j : ℂ) • fun r => U r j := by
    intro j
    have hj : (fun r => U r j) = (hH.eigenvectorBasis j).ofLp := by
      funext r
      rw [hUdef, Matrix.IsHermitian.eigenvectorUnitary_apply]
    rw [hj, hH.mulVec_eigenvectorBasis j]
    funext r
    simp
  have hz : star U * (A * U) = 0 := by
    ext i j
    exact h _ _ _ _ (hcol i) (hcol j)
  -- transform back to the grid
  calc A = (U * star U) * A * (U * star U) := by rw [hU', one_mul, mul_one]
    _ = U * (star U * (A * U)) * star U := by noncomm_ring
    _ = 0 := by rw [hz, mul_zero, zero_mul]

/-- For a Hermitian `H = T + V`, the kinetic commutator element is the energy difference times the
position element for all pairs of eigenvectors exactly when `V` does not connect grid points with
different coordinates. -/
theorem kinetic_formula_iff_local {T V : Matrix ι ι ℂ} (hH : (T + V).IsHermitian) (x : ι → ℝ) :
    (∀ (φ ψ : ι → ℂ) (E E' : ℝ), (T + V) *ᵥ φ = (E : ℂ) • φ → (T + V) *ᵥ ψ = (E' : ℂ) • ψ →
      element φ (comm T (position x)) ψ = ((E : ℂ) - E') * element φ (position x) ψ) ↔
    ∀ r s, x r ≠ x s → V r s = 0 := by
  rw [← comm_position_eq_zero_iff]
  constructor
  · intro h
    refine eq_zero_of_element_eq_zero hH _ fun φ ψ E E' hφ hψ => ?_
    linear_combination element_comm_kinetic hH x hφ hψ - h φ ψ E E' hφ hψ
  · intro h φ ψ E E' hφ hψ
    rw [element_comm_kinetic hH x hφ hψ, h]
    simp [element]

/-- The coupling `-t` between two sites. -/
def hop (t : ℝ) : Matrix (Fin 2) (Fin 2) ℂ := !![0, -(t : ℂ); -(t : ℂ), 0]

/-- Two sites at `x = 0, 1` with kinetic coupling `-1` and nonlocal potential coupling `-v`: between
the eigenvectors `(1, 1)` and `(1, -1)` the kinetic commutator element is `2`, whereas the energy
difference times the position element is `2 (1 + v)`. -/
theorem two_site_witness (v : ℝ) :
    (hop 1 + hop v).IsHermitian ∧
    (hop 1 + hop v) *ᵥ ![1, 1] = ((-(1 + v) : ℝ) : ℂ) • ![1, 1] ∧
    (hop 1 + hop v) *ᵥ ![1, -1] = ((1 + v : ℝ) : ℂ) • ![1, -1] ∧
    element ![1, 1] (comm (hop 1) (position ![0, 1])) ![1, -1] = 2 ∧
    (((-(1 + v) : ℝ) : ℂ) - ((1 + v : ℝ) : ℂ)) *
      element ![1, 1] (position ![0, 1]) ![1, -1] = 2 * (1 + v) := by
  refine ⟨Matrix.IsHermitian.ext fun i j => ?_, ?_, ?_, ?_, ?_⟩
  · fin_cases i <;> fin_cases j <;> simp [hop]
  · ext i
    fin_cases i <;> simp [hop, Matrix.mulVec, dotProduct, Fin.sum_univ_two] <;> ring
  · ext i
    fin_cases i <;> simp [hop, Matrix.mulVec, dotProduct, Fin.sum_univ_two] <;> ring
  · simp only [element, Matrix.mulVec, dotProduct, Fin.sum_univ_two, comm_position_apply]
    simp [hop]
    norm_num
  · simp [element, position, Matrix.mulVec, dotProduct, Fin.sum_univ_two]
    ring

end

end NonlocalVelocity
```

```lean
#print axioms NonlocalVelocity.element_position
#print axioms NonlocalVelocity.kinetic_formula_iff_local
```

```
'NonlocalVelocity.element_position' depends on axioms: [propext, Classical.choice, Quot.sound]
'NonlocalVelocity.kinetic_formula_iff_local' depends on axioms: [propext, Classical.choice, Quot.sound]
```

## Grid operators and the scope of the theorems

The finite type `ι` labels the grid points, operators are complex matrices over it, and states are functions `ι → ℂ`. `position x` is $X$, `comm A B` is $AB-BA$ without a factor $i/\hbar$, and `element φ A ψ` is $\varphi^\dagger A\psi$, conjugate-linear in the first state. Energies are real numbers cast to complex ones. States need not be normalised, since both sides of the identity scale alike.

`element_comm_kinetic` is the main identity, and `element_position` is its solved form, with `E ≠ E'` as a hypothesis. Both assume that the sum `T + V` is Hermitian, with no separate condition on `T` or `V`. Nothing identifies `T` with a particular discretised Laplacian, so the split is whatever the code chooses to call kinetic and potential.

`kinetic_formula_iff_local` quantifies over all eigenvector pairs, including those within a degenerate level. A single pair may satisfy the uncorrected formula even when $V$ is nonlocal. Locality refers to the one coordinate `x`: on a three-dimensional grid, $V$ may still couple points that share the same $x$ but differ in $y$ or $z$.

The inner product is the plain sum over grid points, so generalised eigenproblems with an overlap matrix are not covered. Nor are Bloch states with periodic boundary conditions, the continuum limit, or the response function itself. For metals, the division formula says nothing about pairs with equal energies, and intraband contributions need a separate treatment.

## The algebra and the spectral theorem in Lean

`comm_position_apply` computes the entries of $[V,X]$ from the rules for multiplication by a diagonal matrix. `comm_position_eq_zero_iff` reads the criterion off them: one direction splits a vanishing product into its two factors, and the other checks the cases $x_r=x_s$ and $x_r\neq x_s$.

In `element_comm_hamiltonian`, the step `hleft` is the left action $\varphi^\dagger H=E\varphi^\dagger$, obtained by conjugating the eigenvalue equation. The rewriting then lets $H$ act on each side, and `ring` collects the energy difference. `element_comm_kinetic` splits the commutator with `noncomm_ring`, and `linear_combination` solves for the kinetic term. `element_position` clears the nonzero denominator and uses the same identity.

`eq_zero_of_element_eq_zero` carries the converse. It takes $U$ from Mathlib's spectral theorem, shows in `hcol` that its columns are eigenvectors, and in `hz` that $U^\dagger AU=0$; the final `calc` transforms back to the grid. `kinetic_formula_iff_local` applies this lemma to $[V,X]$, whose elements vanish once the uncorrected formula is subtracted from the identity.

`two_site_witness` verifies Hermiticity, both eigenvalue equations and the values $2$ and $2(1+v)$ by expanding the sums over two sites, for every real $v$.
